# The Laplace transform of $x^a L_n^a(x)$ for natural $n$ and $a$

Take $L_1^0(x)=1-x$. For real $s>0$, the integrals of $e^{-sx}$ and $x e^{-sx}$ over the positive half-line are $1/s$ and $1/s^2$, so

$$\int_0^\infty e^{-sx}(1-x)\,dx=\frac1s-\frac1{s^2}=\frac{s-1}{s^2}.$$

Each power of $x$ becomes a power of $1/s$, and over a common denominator the alternating terms form a power of $s-1$. For general natural numbers $n$ and $a$ the same thing happens:

$$\int_0^\infty x^a e^{-sx}L_n^a(x)\,dx=\frac{(n+a)!\,(s-1)^n}{n!\,s^{n+a+1}}.$$

The derivation below allows complex $s$ with $\operatorname{Re}s>0$ and an argument $cx$ with any complex scale $c$. The real formula is the case $c=1$.

```lean
import Mathlib

open MeasureTheory Set

namespace LaguerreLaplace

noncomputable section
```

## The polynomial and its normalisation

The associated Laguerre polynomial of degree $n$ and parameter $a$ is

$$L_n^a(x)=\sum_{k=0}^n\frac{(-1)^k}{k!}\binom{n+a}{n-k}x^k .$$

This fixes $L_n^a(0)=\binom{n+a}{n}$. Some quantum mechanics texts include an additional factorial or shift the indices, and their formulas must be converted first. The definition takes its argument in a field `K`, so the same expression serves for real and complex $x$.

```lean
/-- The associated Laguerre polynomial of degree `n` and parameter `a`, as an explicit binomial sum
evaluated at `x`. The field `K` is meant to have characteristic zero, like the real or complex
numbers, so that the factorials in the denominators are nonzero. -/
def laguerre {K : Type*} [Field K] (n a : ℕ) (x : K) : K :=
  ∑ k ∈ Finset.range (n + 1),
    (-1) ^ k * ((n + a).choose (n - k) : K) / (k.factorial : K) * x ^ k
```

A different model would let the parameter be a real number $\alpha>-1$. That would include the half-integer parameters of the three-dimensional harmonic oscillator, but the factorials containing $a$ would become Gamma functions, and $s^{n+\alpha+1}$ would need a choice of branch for complex $s$. With natural $a$, every power is an ordinary product.

## Transforming a single power

For real $x$, the imaginary part of $s$ contributes only a phase:

$$|x^m e^{-sx}|=|x|^m e^{-(\operatorname{Re}s)x}.$$

```lean
/-- The magnitude of a power times a complex exponential depends on `s` only through its
real part. -/
theorem norm_monomial (m : ℕ) (s : ℂ) (x : ℝ) :
    ‖(x : ℂ) ^ m * Complex.exp (-(s * x))‖ = |x| ^ m * Real.exp (-(s.re * x)) := by
  have e : (-(s * (x : ℂ))).re = -(s.re * x) := by simp
  rw [norm_mul, norm_pow, Complex.norm_real, Real.norm_eq_abs, Complex.norm_exp, e]
```

Convergence is therefore a question about a real integral. With $r=\operatorname{Re}s>0$, Euler's integral gives

$$\int_0^\infty x^m e^{-rx}\,dx=\frac{\Gamma(m+1)}{r^{m+1}}>0 .$$

Lean assigns the value zero to the integral of a non-integrable function, so this positive value forces the real integrand to be integrable. The complex integrand has the same magnitude and is integrable too. In the code, `IntegrableOn ... (Ioi 0)` means absolute integrability on $(0,\infty)$.

```lean
/-- A power times a decaying complex exponential is integrable on the half-line. -/
theorem integrable_monomial (m : ℕ) {s : ℂ} (hs : 0 < s.re) :
    IntegrableOn (fun x : ℝ => (x : ℂ) ^ m * Complex.exp (-(s * x))) (Ioi 0) := by
  -- the real majorant has a nonzero integral, hence is integrable
  have hg : IntegrableOn (fun x : ℝ => x ^ m * Real.exp (-(s.re * x))) (Ioi 0) := by
    have h := Real.integral_rpow_mul_exp_neg_mul_Ioi (a := (m : ℝ) + 1) (r := s.re)
      (by positivity) hs
    simp only [add_sub_cancel_right, Real.rpow_natCast] at h
    by_contra hc
    have h0 : ∫ x : ℝ in Ioi 0, x ^ m * Real.exp (-(s.re * x)) = 0 := integral_undef hc
    rw [h0] at h
    exact (mul_pos (Real.rpow_pos_of_pos (one_div_pos.2 hs) _)
      (Real.Gamma_pos_of_pos (by positivity))).ne h
  refine Integrable.mono hg (Continuous.aestronglyMeasurable (by fun_prop))
    (Filter.Eventually.of_forall fun x => ?_)
  show ‖(x : ℂ) ^ m * Complex.exp (-(s * x))‖ ≤ ‖x ^ m * Real.exp (-(s.re * x))‖
  exact le_of_eq (by
    rw [norm_monomial, Real.norm_eq_abs, abs_mul, abs_pow, Real.abs_exp])
```

Write $I_m=\int_0^\infty x^m e^{-sx}\,dx$. Integrating the derivative of $x^m e^{-sx}$ from zero to infinity gives

$$mI_{m-1}-sI_m=0-0^m .$$

For $m=0$ the first term is absent and $0^0=1$, so $I_0=1/s$. For larger powers the boundary terms vanish, and $sI_{m+1}=(m+1)I_m$. By induction,

$$I_m=\frac{m!}{s^{m+1}} .$$

In the proof, `key` is the boundary identity: `hd` supplies the derivative and `ht` the decay at infinity. The induction then solves the recurrence, dividing by $s$, which is nonzero because its real part is positive.

```lean
/-- The Laplace transform of the power `x ^ m` is `m! / s ^ (m + 1)` for `Re s > 0`. -/
theorem laplace_monomial (m : ℕ) {s : ℂ} (hs : 0 < s.re) :
    ∫ x : ℝ in Ioi 0, (x : ℂ) ^ m * Complex.exp (-(s * x)) =
      (m.factorial : ℂ) / s ^ (m + 1) := by
  have hs0 : s ≠ 0 := by
    rintro rfl
    simp at hs
  -- integration by parts relates neighbouring powers
  have key : ∀ m : ℕ,
      (m : ℂ) * (∫ x : ℝ in Ioi 0, (x : ℂ) ^ (m - 1) * Complex.exp (-(s * x))) +
        -s * (∫ x : ℝ in Ioi 0, (x : ℂ) ^ m * Complex.exp (-(s * x))) = -(0 : ℂ) ^ m := by
    intro m
    have hd : ∀ x ∈ Ici (0 : ℝ),
        HasDerivAt (fun y : ℝ => (y : ℂ) ^ m * Complex.exp (-(s * y)))
          ((m : ℂ) * ((x : ℂ) ^ (m - 1) * Complex.exp (-(s * x))) +
            -s * ((x : ℂ) ^ m * Complex.exp (-(s * x)))) x := fun x _ =>
      (((hasDerivAt_pow m (x : ℂ)).fun_mul
        ((hasDerivAt_id' (x : ℂ)).const_mul s).fun_neg.cexp).comp_ofReal).congr_deriv
          (by ring)
    have ht : Filter.Tendsto (fun y : ℝ => (y : ℂ) ^ m * Complex.exp (-(s * y)))
        Filter.atTop (nhds 0) := by
      have t := tendsto_rpow_mul_exp_neg_mul_atTop_nhds_zero (m : ℝ) s.re hs
      rw [tendsto_zero_iff_norm_tendsto_zero]
      refine t.congr' ((Filter.eventually_ge_atTop 0).mono fun x hx => ?_)
      simp only [norm_monomial, abs_of_nonneg hx, Real.rpow_natCast, neg_mul]
    have hf := Integrable.const_mul (integrable_monomial (m - 1) hs) (m : ℂ)
    have hg := Integrable.const_mul (integrable_monomial m hs) (-s)
    have h := integral_Ioi_of_hasDerivAt_of_tendsto' hd (hf.add hg) ht
    rw [integral_add hf hg, integral_const_mul, integral_const_mul] at h
    exact h.trans (by simp)
  induction m with
  | zero =>
    have h := key 0
    rw [Nat.cast_zero, zero_mul, zero_add, pow_zero (0 : ℂ)] at h
    rw [eq_div_iff (pow_ne_zero _ hs0), Nat.factorial_zero, Nat.cast_one, zero_add, pow_one]
    linear_combination -h
  | succ m ih =>
    have h := key (m + 1)
    rw [Nat.add_sub_cancel, ih, zero_pow (Nat.succ_ne_zero m)] at h
    have e : s * (((m + 1).factorial : ℂ) / s ^ (m + 1 + 1)) =
        ((m + 1 : ℕ) : ℂ) * ((m.factorial : ℂ) / s ^ (m + 1)) := by
      rw [Nat.factorial_succ, Nat.cast_mul, pow_succ s (m + 1)]
      field_simp
    apply mul_left_cancel₀ hs0
    linear_combination -h - e
```

## Factorials that become binomial coefficients

The term of degree $k$ in $L_n^a$, multiplied by $x^a$, contributes a factor $(a+k)!$ after integration. For $0\le k\le n$,

$$\binom{n+a}{n-k}\frac{(a+k)!}{k!}
=\frac{(n+a)!}{(n-k)!\,k!}
=\frac{(n+a)!}{n!}\binom nk .$$

The factor $(a+k)!$ cancels, leaving the coefficients of an ordinary binomial expansion. The proof writes $n=k+j$, expresses both binomial coefficients through factorials and cancels.

```lean
/-- The factorials produced by the integration turn the Laguerre coefficients into
ordinary binomial coefficients, up to the common factor `(n + a)! / n!`. -/
theorem coefficient_identity (n a k : ℕ) (hk : k ≤ n) :
    ((n + a).choose (n - k) : ℂ) * ((a + k).factorial / k.factorial) =
      (n + a).factorial / n.factorial * (n.choose k : ℂ) := by
  obtain ⟨j, rfl⟩ := Nat.exists_eq_add_of_le hk
  have hf : ∀ m : ℕ, (m.factorial : ℂ) ≠ 0 := fun m =>
    Nat.cast_ne_zero.2 (Nat.factorial_ne_zero m)
  have e1 : k + j - k = j := by omega
  have e2 : k + j + a - j = a + k := by omega
  rw [e1, Nat.cast_choose ℂ (show j ≤ k + j + a by omega), Nat.cast_choose ℂ hk, e1, e2]
  have h1 := hf k
  have h2 := hf j
  have h3 := hf (a + k)
  have h4 := hf (k + j)
  field_simp
```

## Summing the transform

Expanding the polynomial gives

$$x^a e^{-sx}L_n^a(cx)=\sum_{k=0}^n\frac{(-1)^k}{k!}\binom{n+a}{n-k}c^k\,x^{a+k}e^{-sx}.$$

```lean
/-- The weighted Laguerre function is a finite combination of powers times the same
exponential. -/
theorem integrand_expansion (n a : ℕ) (c s : ℂ) (x : ℝ) :
    (x : ℂ) ^ a * Complex.exp (-(s * x)) * laguerre n a (c * x) =
      ∑ k ∈ Finset.range (n + 1),
        ((-1) ^ k * ((n + a).choose (n - k) : ℂ) / (k.factorial : ℂ) * c ^ k) *
          ((x : ℂ) ^ (a + k) * Complex.exp (-(s * x))) := by
  unfold laguerre
  rw [Finset.mul_sum]
  refine Finset.sum_congr rfl fun k _ => ?_
  rw [mul_pow, pow_add]
  ring
```

Each term on the right is a constant times an integrable function, and the sum is finite. The whole integrand is therefore integrable.

```lean
/-- The weighted Laguerre function is integrable on the half-line when `Re s > 0`. -/
theorem integrable_laguerre (n a : ℕ) (c : ℂ) {s : ℂ} (hs : 0 < s.re) :
    IntegrableOn (fun x : ℝ =>
      (x : ℂ) ^ a * Complex.exp (-(s * x)) * laguerre n a (c * x)) (Ioi 0) := by
  simp only [integrand_expansion]
  unfold IntegrableOn
  exact integrable_finsetSum _ fun k _ =>
    Integrable.const_mul (integrable_monomial (a + k) hs) _
```

Integrating term by term and applying the factorial identity,

$$\begin{aligned}
\int_0^\infty x^a e^{-sx}L_n^a(cx)\,dx
&=\sum_{k=0}^n\frac{(-1)^k}{k!}\binom{n+a}{n-k}c^k\frac{(a+k)!}{s^{a+k+1}}\\
&=\frac{(n+a)!}{n!\,s^{n+a+1}}\sum_{k=0}^n\binom nk(-c)^k s^{n-k}\\
&=\frac{(n+a)!\,(s-c)^n}{n!\,s^{n+a+1}} .
\end{aligned}$$

In `laplace_laguerre`, the hypothesis `hs : 0 < s.re` is the condition that the exponential decays; $c$ is unrestricted. The proof expands $(s-c)^n$ with `add_pow` and compares the two sums term by term. The final `calc` block inserts `coefficient_identity`.

```lean
/-- The Laplace transform of `x ^ a` times the Laguerre polynomial of argument `c x`,
for every complex scale `c` and every complex `s` with positive real part. -/
theorem laplace_laguerre (n a : ℕ) (c : ℂ) {s : ℂ} (hs : 0 < s.re) :
    ∫ x : ℝ in Ioi 0, (x : ℂ) ^ a * Complex.exp (-(s * x)) * laguerre n a (c * x) =
      (n + a).factorial * (s - c) ^ n / (n.factorial * s ^ (n + a + 1)) := by
  have hs0 : s ≠ 0 := by
    rintro rfl
    simp at hs
  -- integrate term by term
  simp only [integrand_expansion]
  rw [integral_finsetSum _ fun k _ =>
    Integrable.const_mul (integrable_monomial (a + k) hs) _]
  simp only [integral_const_mul, laplace_monomial _ hs]
  -- compare with the binomial expansion of `(s - c) ^ n`
  rw [sub_eq_neg_add s c, add_pow, Finset.mul_sum, Finset.sum_div]
  refine Finset.sum_congr rfl fun k hk => ?_
  have hkn : k ≤ n := by
    have := Finset.mem_range.1 hk
    omega
  have hp : s ^ (n + a + 1) = s ^ (n - k) * s ^ (a + k + 1) := by
    rw [← pow_add]
    congr 1
    omega
  have hu : s ^ (n - k) ≠ 0 := pow_ne_zero _ hs0
  have hv : s ^ (a + k + 1) ≠ 0 := pow_ne_zero _ hs0
  have hn : (n.factorial : ℂ) ≠ 0 := Nat.cast_ne_zero.2 (Nat.factorial_ne_zero n)
  rw [hp]
  generalize s ^ (n - k) = u at hu ⊢
  generalize s ^ (a + k + 1) = v at hv ⊢
  calc _ = ((n + a).choose (n - k) : ℂ) * ((a + k).factorial / k.factorial) *
        (-c) ^ k / v := by
        rw [neg_pow c k]
        ring
    _ = (n + a).factorial / n.factorial * (n.choose k : ℂ) * (-c) ^ k / v := by
        rw [coefficient_identity n a k hkn]
    _ = _ := by
        field_simp
```

For real $s>0$, set $c=1$. Both sides are then real numbers embedded in the complex plane, and injectivity of that embedding returns the formula stated at the start. For $n\ge1$ it vanishes at $s=1$, which says that $L_n^a$ is orthogonal to the constant function under the weight $x^a e^{-x}$.

```lean
/-- The Laplace transform of `x ^ a` times the Laguerre polynomial, for real `s > 0`. -/
theorem laplace_laguerre_real (n a : ℕ) {s : ℝ} (hs : 0 < s) :
    ∫ x : ℝ in Ioi 0, x ^ a * Real.exp (-(s * x)) * laguerre n a x =
      (n + a).factorial * (s - 1) ^ n / (n.factorial * s ^ (n + a + 1)) := by
  have h := laplace_laguerre n a 1 (s := (s : ℂ)) (by simpa using hs)
  apply Complex.ofReal_injective
  rw [← integral_complex_ofReal]
  refine Eq.trans ?_ (h.trans ?_)
  · refine integral_congr_ae (Filter.Eventually.of_forall fun x => ?_)
    simp [laguerre]
  · simp
```

## A Fourier magnitude with the same shape for every degree

Let $\kappa>0$ be a decay constant, an inverse length if $x$ is a distance, and let $q$ be a real wave number. The one-sided Fourier transform of $x^a e^{-\kappa x}L_n^a(2\kappa x)$, with kernel $e^{-iqx}$ and no prefactor, is the previous integral at $s=\kappa+iq$ and $c=2\kappa$. Since $s-c=-\kappa+iq$,

$$|s-c|=|s|=\sqrt{\kappa^2+q^2}.$$

The $n$ factors in the numerator cancel $n$ of those in the denominator, and the magnitude is

$$\frac{(n+a)!}{n!\,(\kappa^2+q^2)^{(a+1)/2}} .$$

At fixed $a$ and $\kappa$, the degree enters this magnitude only through the constant $(n+a)!/n!$, which equals $1$ for every $n$ when $a=0$; the remaining dependence on $n$ sits in the phase. In the proof, `h1` and `h2` are the two equal moduli.

Exponentially damped Laguerre functions serve as radial basis functions in atomic structure calculations, and this gives a closed-form one-dimensional transform when the power of $x$ equals the Laguerre parameter. The hydrogenic radial function $R(r)$ with angular momentum $l$ pairs the power $r^l$ with parameter $2l+1$, and $l$ never equals $2l+1$. The reduced function $rR(r)$ has the power $r^{l+1}$ instead, so, up to the normalisation constant, the formula applies to it directly for $l=0$, with $a=1$, but not for $l\ge1$. Even for $l=0$ the magnitude above is not that of the momentum-space wave function: the three-dimensional momentum amplitude is proportional to the sine transform of $rR(r)$ divided by $q$, which uses only the imaginary part of the one-sided transform.

```lean
/-- The one-sided Fourier transform, at wave number `q`, of the damped Laguerre function
`x ^ a * exp (-κ x) * L (2 κ x)` has magnitude
`(n + a)! / (n! * √(κ ^ 2 + q ^ 2) ^ (a + 1))`. -/
theorem fourier_magnitude (n a : ℕ) {κ : ℝ} (hκ : 0 < κ) (q : ℝ) :
    ‖∫ x : ℝ in Ioi 0, (x : ℂ) ^ a * Complex.exp (-(((κ : ℂ) + q * Complex.I) * x)) *
        laguerre n a (2 * (κ : ℂ) * x)‖ =
      (n + a).factorial / (n.factorial * √(κ ^ 2 + q ^ 2) ^ (a + 1)) := by
  have hre : 0 < ((κ : ℂ) + q * Complex.I).re := by simpa using hκ
  -- `s` and `s - 2κ` are mirror images in the imaginary axis
  have h1 : ‖(κ : ℂ) + q * Complex.I‖ = √(κ ^ 2 + q ^ 2) := Complex.norm_add_mul_I κ q
  have h2 : ‖(κ : ℂ) + q * Complex.I - 2 * (κ : ℂ)‖ = √(κ ^ 2 + q ^ 2) := by
    have e : (κ : ℂ) + q * Complex.I - 2 * (κ : ℂ) = ((-κ : ℝ) : ℂ) + q * Complex.I := by
      push_cast
      ring
    rw [e, Complex.norm_add_mul_I, neg_sq]
  have hw : √(κ ^ 2 + q ^ 2) ≠ 0 := (Real.sqrt_pos.2 (by positivity)).ne'
  have hn : (n.factorial : ℝ) ≠ 0 := Nat.cast_ne_zero.2 (Nat.factorial_ne_zero n)
  rw [laplace_laguerre n a (2 * (κ : ℂ)) hre, norm_div, norm_mul, norm_mul, norm_pow,
    norm_pow, h1, h2, Complex.norm_natCast, Complex.norm_natCast, add_assoc n a 1,
    pow_add _ n (a + 1)]
  generalize √(κ ^ 2 + q ^ 2) = w at hw ⊢
  have hwn : w ^ n ≠ 0 := pow_ne_zero _ hw
  have hwa : w ^ (a + 1) ≠ 0 := pow_ne_zero _ hw
  generalize w ^ n = u at hwn ⊢
  generalize w ^ (a + 1) = v at hwa ⊢
  field_simp

end

end LaguerreLaplace
```

```lean
#print axioms LaguerreLaplace.integrable_laguerre
#print axioms LaguerreLaplace.laplace_laguerre_real
#print axioms LaguerreLaplace.fourier_magnitude
```

```
'LaguerreLaplace.integrable_laguerre' depends on axioms: [propext, Classical.choice, Quot.sound]
'LaguerreLaplace.laplace_laguerre_real' depends on axioms: [propext, Classical.choice, Quot.sound]
'LaguerreLaplace.fourier_magnitude' depends on axioms: [propext, Classical.choice, Quot.sound]
```
